# A unital channel in odd dimension that is not a mixture of unitaries

A quantum system driven by a classical field with random settings undergoes a unitary evolution chosen by chance. Such noise leaves the maximally mixed state unchanged. Does every noise process with that property, called unital, arise from random unitaries? For a qubit it does. For a three-level system the map

$$\Phi(\rho)=\tfrac12\left(\mathrm{Tr}(\rho)\,I-\rho^T\right)$$

is a counter-example: sampling unitaries of the three-level system alone, with fixed probabilities, cannot reproduce this noise exactly.

## Antisymmetric Kraus operators are singular in odd dimension

Take $d\ge 2$ and $\Phi(\rho)=(\mathrm{Tr}(\rho)I-\rho^T)/(d-1)$, the Werner–Holevo map. With $E_{ij}=|i\rangle\langle j|$, define for every ordered pair $(i,j)$

$$K_{ij}=\frac{E_{ij}-E_{ji}}{\sqrt{2(d-1)}},\qquad K_{ij}^\dagger=-K_{ij}.$$

Since $E_{ij}\rho E_{kl}=\rho_{jk}E_{il}$,

$$K_{ij}\rho K_{ij}^\dagger=\frac{\rho_{jj}E_{ii}+\rho_{ii}E_{jj}-\rho_{ji}E_{ij}-\rho_{ij}E_{ji}}{2(d-1)}.$$

Summing over $i,j$ gives $(2\,\mathrm{Tr}(\rho)I-2\rho^T)/(2(d-1))=\Phi(\rho)$. Setting $\rho=I$ gives $\sum KK^\dagger=\Phi(I)=I$. As $K^\dagger K=-K^2=KK^\dagger$, also $\sum K^\dagger K=I$. The map is therefore a unital channel.

Now let $K_k$ be the operators of any finite Kraus form of $\Phi$, and $v$ any vector. Because $(vv^\dagger)^T=\bar v v^T$,

$$v^T\Phi(vv^\dagger)\bar v=\frac{(v^\dagger v)(v^T\bar v)-(v^T\bar v)^2}{d-1}=0.$$

For a unit vector this says that the output for input $v$ is never found in the conjugate state $\bar v$. The Kraus form turns the same quantity into $\sum_k|v^TK_kv|^2$, so $v^TK_kv=0$ for every $k$ and $v$. With $e_i$ the basis vectors, $v=e_i$ gives $(K_k)_{ii}=0$, and then $v=e_i+e_j$ leaves $(K_k)_{ij}+(K_k)_{ji}=0$, that is, $K_k^T=-K_k$.

If $d$ is odd, $\det K_k=\det K_k^T=(-1)^d\det K_k=-\det K_k$, hence $\det K_k=0$. A mixture $\sum_kp_kU_k\rho U_k^\dagger$ has Kraus operators $\sqrt{p_k}\,U_k$, with determinant $p_k^{d/2}\det U_k$. Since $\det U_k\neq0$, every $p_k$ vanishes, against $\sum_kp_k=1$.

For $d=2$ the map is conjugation by the Pauli matrix $Y$, so $d\ge2$ alone is not enough.

## Channels and mixtures as predicates

In Lean 4 with Mathlib:

```lean
import Mathlib

open Matrix

namespace UnitalNotMixedUnitary

noncomputable section
```

A map is a function on all complex $d\times d$ matrices, and `ᴴ` is the dagger. A unital channel is one with a finite Kraus form satisfying both completeness relations.

```lean
/-- A map on `d × d` matrices is a unital channel if it has a finite Kraus form
`∑ K ρ K*` with `∑ K* K = 1` (trace preservation) and `∑ K K* = 1` (unitality). -/
def IsUnitalChannel {d : ℕ} (Φ : Matrix (Fin d) (Fin d) ℂ → Matrix (Fin d) (Fin d) ℂ) : Prop :=
  ∃ (ι : Type) (_ : Fintype ι) (K : ι → Matrix (Fin d) (Fin d) ℂ),
    (∀ ρ, Φ ρ = ∑ k, K k * ρ * (K k)ᴴ) ∧ ∑ k, (K k)ᴴ * K k = 1 ∧ ∑ k, K k * (K k)ᴴ = 1
```

A mixed-unitary map has finitely many real weights `p k` and unitaries `U k`. A field with continuously distributed settings gives an integral instead; reducing it to such a sum takes a standard convexity argument, which is not formalised here.

```lean
/-- A map is mixed-unitary if it applies finitely many unitaries `U k` at random with
probabilities `p k`. -/
def IsMixedUnitary {d : ℕ} (Φ : Matrix (Fin d) (Fin d) ℂ → Matrix (Fin d) (Fin d) ℂ) : Prop :=
  ∃ (ι : Type) (_ : Fintype ι) (p : ι → ℝ) (U : ι → Matrix (Fin d) (Fin d) ℂ),
    (∀ k, 0 ≤ p k) ∧ ∑ k, p k = 1 ∧ (∀ k, U k ∈ unitaryGroup (Fin d) ℂ) ∧
    ∀ ρ, Φ ρ = ∑ k, (p k : ℂ) • (U k * ρ * (U k)ᴴ)
```

The argument of `wernerHolevo` is not the dimension: `n` stands for $d-2$, so the denominator $d-1$ is `n + 1`.

```lean
/-- The Werner–Holevo map `ρ ↦ (Tr(ρ) 1 - ρᵀ) / (d - 1)` in dimension `d = n + 2`. -/
def wernerHolevo (n : ℕ) (ρ : Matrix (Fin (n + 2)) (Fin (n + 2)) ℂ) :
    Matrix (Fin (n + 2)) (Fin (n + 2)) ℂ :=
  (1 / ((n : ℂ) + 1)) • (trace ρ • (1 : Matrix (Fin (n + 2)) (Fin (n + 2)) ℂ) - ρᵀ)
```

## The explicit Kraus form

The index `q` runs over ordered pairs. Each unordered pair thus occurs twice, which accounts for the 2 under the root, and the pairs with $i=j$ contribute zero.

```lean
/-- The antisymmetric operator `(|i⟩⟨j| - |j⟩⟨i|) / √(2(n + 1))` for an ordered pair `(i, j)`. -/
def kraus (n : ℕ) (q : Fin (n + 2) × Fin (n + 2)) : Matrix (Fin (n + 2)) (Fin (n + 2)) ℂ :=
  ((Real.sqrt (1 / (2 * ((n : ℝ) + 1))) : ℝ) : ℂ) • (single q.1 q.2 1 - single q.2 q.1 1)

/-- The operators `kraus n q` are anti-Hermitian. -/
theorem kraus_conjTranspose (n : ℕ) (q : Fin (n + 2) × Fin (n + 2)) :
    (kraus n q)ᴴ = -kraus n q := by
  unfold kraus
  rw [conjTranspose_smul, conjTranspose_sub, conjTranspose_single, conjTranspose_single,
    star_one, Complex.star_def, Complex.conj_ofReal, ← smul_neg, neg_sub]

/-- Sandwiching `ρ` between `|i⟩⟨j|` and `|k⟩⟨l|` leaves the matrix element `ρ j k` at `(i, l)`. -/
theorem single_sandwich {d : ℕ} (ρ : Matrix (Fin d) (Fin d) ℂ) (i j k l : Fin d) :
    single i j 1 * ρ * single k l 1 = single i l (ρ j k) := by
  ext a b
  by_cases h1 : i = a <;> by_cases h2 : l = b <;>
    simp [Matrix.mul_apply, Matrix.single_apply, h1, h2]
```

In the next proof `hq` is the four-term expression above; `h1` and `h1'` sum its diagonal terms to the trace, `h2` and `h2'` its other terms to the transpose.

```lean
/-- The operators `kraus n q` form a Kraus form of the Werner–Holevo map. -/
theorem kraus_form (n : ℕ) (ρ : Matrix (Fin (n + 2)) (Fin (n + 2)) ℂ) :
    wernerHolevo n ρ = ∑ q, kraus n q * ρ * (kraus n q)ᴴ := by
  have hc : ((Real.sqrt (1 / (2 * ((n : ℝ) + 1))) : ℝ) : ℂ) *
      ((Real.sqrt (1 / (2 * ((n : ℝ) + 1))) : ℝ) : ℂ) = 1 / (2 * ((n : ℂ) + 1)) := by
    rw [← Complex.ofReal_mul, Real.mul_self_sqrt (by positivity)]
    simp
  have hq : ∀ i j, kraus n (i, j) * ρ * (kraus n (i, j))ᴴ = (1 / (2 * ((n : ℂ) + 1))) •
      (single i i (ρ j j) + single j j (ρ i i) - single i j (ρ j i) - single j i (ρ i j)) := by
    intro i j
    rw [kraus_conjTranspose, ← hc]
    simp only [kraus, mul_neg, Matrix.smul_mul, Matrix.mul_smul, sub_mul, mul_sub,
      single_sandwich]
    module
  -- the diagonal terms give the trace, the off-diagonal ones the transpose
  have h1 : ∑ j, ∑ i, single i i (ρ j j) =
      trace ρ • (1 : Matrix (Fin (n + 2)) (Fin (n + 2)) ℂ) := by
    ext a b
    by_cases hab : a = b
    · subst hab
      simp [Matrix.sum_apply, Matrix.single_apply, trace]
    · have h : ∀ i, ¬(i = a ∧ i = b) := fun i hi => hab (hi.1.symm.trans hi.2)
      simp [Matrix.sum_apply, h, hab]
  have h1' : ∑ i, ∑ j, single i i (ρ j j) =
      trace ρ • (1 : Matrix (Fin (n + 2)) (Fin (n + 2)) ℂ) := by
    rw [Finset.sum_comm, h1]
  have h2 : ∑ i, ∑ j, single i j (ρ j i) = ρᵀ := (matrix_eq_sum_single ρᵀ).symm
  have h2' : ∑ i, ∑ j, single j i (ρ i j) = ρᵀ := by
    rw [Finset.sum_comm, h2]
  have hn : (n : ℂ) + 1 ≠ 0 := Nat.cast_add_one_ne_zero n
  have hh : 1 / ((n : ℂ) + 1) = 2 * (1 / (2 * ((n : ℂ) + 1))) := by field_simp
  rw [Fintype.sum_prod_type]
  simp only [hq, ← Finset.smul_sum, Finset.sum_add_distrib, Finset.sum_sub_distrib,
    h1, h1', h2, h2']
  rw [wernerHolevo, hh]
  module
```

Both completeness relations then come from evaluating the form at the identity.

```lean
/-- In every dimension `n + 2` the Werner–Holevo map is a unital channel. -/
theorem wernerHolevo_isUnitalChannel (n : ℕ) : IsUnitalChannel (wernerHolevo n) := by
  have hn : (n : ℂ) + 1 ≠ 0 := Nat.cast_add_one_ne_zero n
  have h := kraus_form n 1
  have h1 : wernerHolevo n 1 = 1 := by
    have e : ((n + 2 : ℕ) : ℂ) • (1 : Matrix (Fin (n + 2)) (Fin (n + 2)) ℂ) - 1 =
        ((n : ℂ) + 1) • (1 : Matrix (Fin (n + 2)) (Fin (n + 2)) ℂ) := by
      push_cast
      module
    rw [wernerHolevo, trace_one, transpose_one, Fintype.card_fin, e, smul_smul,
      one_div_mul_cancel hn, one_smul]
  simp only [mul_one, h1] at h
  refine ⟨_, inferInstance, kraus n, kraus_form n, ?_, h.symm⟩
  rw [h]
  exact Finset.sum_congr rfl fun q _ => by rw [kraus_conjTranspose, neg_mul, mul_neg]
```

## Every Kraus form is antisymmetric

The product `⬝ᵥ` has no complex conjugation, and `star v` is $\bar v$.

```lean
/-- The matrix element of `|a⟩⟨b|`, without conjugation, factorises. -/
theorem dotProduct_vecMulVec {d : ℕ} (x a b y : Fin d → ℂ) :
    x ⬝ᵥ (vecMulVec a b *ᵥ y) = (x ⬝ᵥ a) * (b ⬝ᵥ y) := by
  simp only [dotProduct, Matrix.mulVec, vecMulVec_apply]
  rw [Finset.sum_mul_sum]
  refine Finset.sum_congr rfl fun i _ => ?_
  rw [Finset.mul_sum]
  exact Finset.sum_congr rfl fun j _ => by ring
```

Below, `hW` is the vanishing matrix element and `hterm` identifies each Kraus term with $|v^TK_lv|^2$.

```lean
/-- In any finite Kraus form of the Werner–Holevo map, every Kraus operator is antisymmetric. -/
theorem kraus_antisymmetric {n : ℕ} {ι : Type} [Fintype ι]
    (K : ι → Matrix (Fin (n + 2)) (Fin (n + 2)) ℂ)
    (hK : ∀ ρ, wernerHolevo n ρ = ∑ k, K k * ρ * (K k)ᴴ) (k : ι) : (K k)ᵀ = -K k := by
  -- test the map on the matrix `v v*`, for an arbitrary vector `v`
  have hv : ∀ v : Fin (n + 2) → ℂ, v ⬝ᵥ (K k *ᵥ v) = 0 := by
    intro v
    have hW : v ⬝ᵥ (wernerHolevo n (vecMulVec v (star v)) *ᵥ star v) = 0 := by
      have ht : (vecMulVec v (star v))ᵀ = vecMulVec (star v) v := by
        ext i j
        simp [vecMulVec_apply, mul_comm]
      have htr : trace (vecMulVec v (star v)) = v ⬝ᵥ star v := by
        simp [trace, dotProduct, vecMulVec_apply]
      rw [wernerHolevo, ht, htr, smul_mulVec, sub_mulVec, smul_mulVec, one_mulVec,
        dotProduct_smul, dotProduct_sub, dotProduct_smul, dotProduct_vecMulVec, smul_eq_mul,
        smul_eq_mul, sub_self, mul_zero]
    have hterm : ∀ l, v ⬝ᵥ ((K l * vecMulVec v (star v) * (K l)ᴴ) *ᵥ star v) =
        ((Complex.normSq (v ⬝ᵥ (K l *ᵥ v)) : ℝ) : ℂ) := by
      intro l
      have hs : star (K l *ᵥ v) ⬝ᵥ star v = star (v ⬝ᵥ (K l *ᵥ v)) := by
        simp only [dotProduct, Pi.star_apply, star_sum, star_mul']
        exact Finset.sum_congr rfl fun _ _ => mul_comm _ _
      rw [mul_vecMulVec, vecMulVec_mul, ← star_mulVec, dotProduct_vecMulVec, hs,
        Complex.star_def, Complex.mul_conj]
    rw [hK, sum_mulVec, dotProduct_sum] at hW
    simp only [hterm] at hW
    have hsum : ∑ l, Complex.normSq (v ⬝ᵥ (K l *ᵥ v)) = 0 := by exact_mod_cast hW
    exact Complex.normSq_eq_zero.mp ((Finset.sum_eq_zero_iff_of_nonneg
      fun l _ => Complex.normSq_nonneg _).mp hsum k (Finset.mem_univ k))
  -- polarisation
  ext i j
  have e : ∀ a b, (Pi.single a 1 : Fin (n + 2) → ℂ) ⬝ᵥ (K k *ᵥ Pi.single b 1) = K k a b := by
    intro a b
    simp
  have h := hv (Pi.single i 1 + Pi.single j 1)
  rw [mulVec_add, add_dotProduct, dotProduct_add, dotProduct_add, hv, hv, e, e] at h
  rw [transpose_apply, neg_apply]
  linear_combination h
```

The decisive device is `Finset.sum_eq_zero_iff_of_nonneg`: a finite sum of nonnegative terms is zero exactly when each term is. It needs an ordered setting, whereas the matrix elements are complex. Writing the terms with the real-valued `Complex.normSq` lets `exact_mod_cast` move the equation to the reals, where the lemma applies.

## The determinant excludes unitaries

```lean
/-- In odd dimension `n + 2`, every operator in a finite Kraus form of the Werner–Holevo map
is singular. -/
theorem kraus_det_eq_zero {n : ℕ} (hn : Odd n) {ι : Type} [Fintype ι]
    (K : ι → Matrix (Fin (n + 2)) (Fin (n + 2)) ℂ)
    (hK : ∀ ρ, wernerHolevo n ρ = ∑ k, K k * ρ * (K k)ᴴ) (k : ι) : (K k).det = 0 := by
  have h := congrArg Matrix.det (kraus_antisymmetric K hK k)
  have ho : Odd (n + 2) := hn.add_even even_two
  rw [det_transpose, det_neg, Fintype.card_fin, ho.neg_one_pow] at h
  linear_combination h / 2
```

The hypothesis `Odd n` makes $d=n+2$ odd, starting at 3. The main theorem absorbs the weights into `√p U` and derives `hzero`, that all probabilities vanish.

```lean
/-- In odd dimension `n + 2`, the Werner–Holevo map is a unital channel that is not
mixed-unitary. -/
theorem unital_not_mixedUnitary {n : ℕ} (hn : Odd n) :
    IsUnitalChannel (wernerHolevo n) ∧ ¬ IsMixedUnitary (wernerHolevo n) := by
  refine ⟨wernerHolevo_isUnitalChannel n, ?_⟩
  rintro ⟨ι, _, p, U, hp, hsum, hU, hΦ⟩
  -- absorb the probabilities into Kraus operators `√p U`
  have hdet := kraus_det_eq_zero hn (fun k => ((Real.sqrt (p k) : ℝ) : ℂ) • U k) (by
    intro ρ
    rw [hΦ]
    refine Finset.sum_congr rfl fun k _ => ?_
    rw [conjTranspose_smul, Complex.star_def, Complex.conj_ofReal, Matrix.smul_mul,
      Matrix.smul_mul, Matrix.mul_smul, smul_smul, ← Complex.ofReal_mul,
      Real.mul_self_sqrt (hp k)])
  -- a unitary is invertible, so every probability would vanish
  have hzero : ∀ k, p k = 0 := by
    intro k
    have hu : (U k).det ≠ 0 := by
      intro h0
      have h := congrArg Matrix.det (mem_unitaryGroup_iff.mp (hU k))
      rw [det_mul, h0, zero_mul, det_one] at h
      exact zero_ne_one h
    have h := hdet k
    rw [det_smul] at h
    have hs := eq_zero_of_pow_eq_zero ((mul_eq_zero.mp h).resolve_right hu)
    exact (Real.sqrt_eq_zero (hp k)).mp (Complex.ofReal_eq_zero.mp hs)
  simp [hzero] at hsum
```

The three-level statement is the case $n=1$, with the map written out.

```lean
/-- On `3 × 3` matrices, `ρ ↦ (Tr(ρ) 1 - ρᵀ) / 2` is a unital channel that is not
mixed-unitary. -/
theorem unital_not_mixedUnitary_three :
    let Φ : Matrix (Fin 3) (Fin 3) ℂ → Matrix (Fin 3) (Fin 3) ℂ :=
      fun ρ => (1 / 2 : ℂ) • (trace ρ • (1 : Matrix (Fin 3) (Fin 3) ℂ) - ρᵀ)
    IsUnitalChannel Φ ∧ ¬ IsMixedUnitary Φ := by
  intro Φ
  have h : Φ = wernerHolevo 1 := by
    funext ρ
    have h2 : (1 / 2 : ℂ) = 1 / (((1 : ℕ) : ℂ) + 1) := by norm_num
    change (1 / 2 : ℂ) • (trace ρ • (1 : Matrix (Fin 3) (Fin 3) ℂ) - ρᵀ) = _
    rw [h2]
    rfl
  rw [h]
  exact unital_not_mixedUnitary odd_one

end

end UnitalNotMixedUnitary
```

```lean
#print axioms UnitalNotMixedUnitary.unital_not_mixedUnitary
#print axioms UnitalNotMixedUnitary.unital_not_mixedUnitary_three
```

```
'UnitalNotMixedUnitary.unital_not_mixedUnitary' depends on axioms: [propext, Classical.choice, Quot.sound]
'UnitalNotMixedUnitary.unital_not_mixedUnitary_three' depends on axioms: [propext, Classical.choice, Quot.sound]
```

## No unitary fraction either

The same argument gives a little more. Suppose that, in odd dimension, $\Phi(\rho)=p\,U\rho U^\dagger+\Psi(\rho)$ with $p\ge0$, $U$ unitary and $\Psi$ a map with a finite Kraus form. Then $\sqrt p\,U$ belongs to a Kraus form of $\Phi$, so it is singular and $p=0$. Not even a small part of this noise can be split off as a unitary evolution.
